# Elastic stability and cubic symmetry set no bound on directional Poisson ratios

## Which Poisson ratios should a filter for cubic crystals accept?

A filter that accepts only directional Poisson ratios between $-1$ and $1/2$ can throw away elastically stable crystals, because that range is derived for isotropic solids. Mine has just rejected a cubic model compliance with $s_{11}=2.03$, $s_{12}=-1$, $s_{44}=0.06$ in arbitrary units. For a load about four degrees off $[111]$ it gives a Poisson ratio of $2$, yet the compliance is positive definite. Is there a wider window that is safe for every stable cubic crystal, or should the filter go?

## No finite window is safe

For ratios in arbitrary directions the filter should go, at least as a test of stability. In linear elasticity, every real number $\nu$ is a Poisson ratio of some positive definite cubic compliance, and the same compliance has the ratio $-\nu$ for a suitable loading direction. Your example is the case $\nu=2$. For elastic tensors from electronic-structure calculations, this means that an extreme directional ratio is not by itself a sign of instability within the linear cubic model. The range from $-1$ to $1/2$ does still hold for two special ratios of a stable cubic crystal: the one for loading along a cube axis, which is $-s_{12}/s_{11}$, and the one computed from positive isotropic averages of the bulk and shear moduli.

### A small tilt away from [111]

Number the cube axes $0,1,2$; the constants $s_{11},s_{12},s_{44}$ keep their usual Voigt labels. With $A=s_{11}-s_{12}-s_{44}/2$, the compliance tensor is

$$S_{ijkl}=s_{12}\,\delta_{ij}\delta_{kl}+\tfrac{s_{44}}4(\delta_{ik}\delta_{jl}+\delta_{il}\delta_{jk})+A\,\delta_{ij}\delta_{jk}\delta_{kl}.$$

**Stability.** For a symmetric stress $\sigma$, contraction gives

$$S_{ijkl}\sigma_{ij}\sigma_{kl}=s_{12}(\operatorname{tr}\sigma)^2+(s_{11}-s_{12})\sum_i\sigma_{ii}^2+s_{44}(\sigma_{01}^2+\sigma_{02}^2+\sigma_{12}^2).$$

Let $D=(\sigma_{00}-\sigma_{11})^2+(\sigma_{11}-\sigma_{22})^2+(\sigma_{00}-\sigma_{22})^2$. Since $\sum_i\sigma_{ii}^2=\frac13(\operatorname{tr}\sigma)^2+\frac13D$, the form equals

$$\tfrac{s_{11}+2s_{12}}3(\operatorname{tr}\sigma)^2+\tfrac{s_{11}-s_{12}}3D+s_{44}(\sigma_{01}^2+\sigma_{02}^2+\sigma_{12}^2).$$

If the three coefficients are positive, the form vanishes only at $\sigma=0$. Conversely, the identity, $\mathrm{diag}(1,-1,0)$ and a unit shear give the values $3(s_{11}+2s_{12})$, $2(s_{11}-s_{12})$ and $s_{44}$, so all three combinations must be positive.

**The ratio.** A unit uniaxial stress along a unit vector $n$ is $n_in_j$. For a unit vector $m$ perpendicular to $n$, the strains along $m$ and $n$ are

$$s_{12}+A\sum_i n_i^2m_i^2,\qquad s_{12}+\tfrac{s_{44}}2+A\sum_i n_i^4,$$

and the Poisson ratio is minus the first divided by the second. The axial strain in the denominator is positive in a stable crystal; the transverse strain can have either sign.

Now take $s_{11}=2+c$, $s_{12}=-1$, $s_{44}=2c$ with $c>0$. The three stability combinations are $c$, $3+c$ and $2c$, all positive, and $A=3$. Choose $m=(1,-1,0)/\sqrt2$ and $n=(a,a,b)$ with $a^2=\frac13+d$ and $b^2=\frac13-2d$, where $d$ measures the tilt away from $[111]$. Then

$$\sum_i n_i^2m_i^2=\tfrac13+d,\qquad \sum_i n_i^4=2(\tfrac13+d)^2+(\tfrac13-2d)^2=\tfrac13+6d^2.$$

The transverse strain is $-1+3(\frac13+d)=3d$, and the axial strain is $-1+c+3(\frac13+6d^2)=c+18d^2$. The ratio is therefore

$$-\frac{3d}{c+18d^2}.$$

For small $c$ the crystal is very stiff along $[111]$. A slight tilt produces a transverse strain of first order in $d$, but adds to the axial strain only at second order.

To hit $\nu$ exactly, set $k=\dfrac1{12(1+\nu^2)}$ and $c=3k(\frac12+6k)$. With $d=\mp\nu k$ the denominator becomes

$$\tfrac32k+18k^2(1+\nu^2)=\tfrac32k+\tfrac32k=3k,$$

and the ratios are $\pm\nu$. Because $2|\nu|\le1+\nu^2$, we have $|\nu k|\le\frac1{24}$, so $a^2$ and $b^2$ are positive and the directions exist. For $\nu=2$ this gives $k=1/60$, $c=0.03$ and $n_i^2=(0.3,0.3,0.4)$, which is your rejected case.

### What the theorems say about a crystal

`poissonRatio_unbounded` states that for every real `M` there are constants `s11`, `s12`, `s44` with a positive definite compliance, loading directions `n` and `n'`, and one transverse direction `m` perpendicular to both. The Poisson ratio exceeds `M` for `n` and lies below `-M` for `n'`. The stronger `every_poissonRatio_occurs` gives the exact values `ν` and `-ν`. The directions `n` and `n'` are necessarily different when `M ≥ 0` in the first theorem and when `ν ≠ 0` in the second.

- `compliance` is the tensor above in the cube axes, with the engineering convention for shear: $S_{1212}=s_{44}/4$ in the numbering $0,1,2$.
- `compliance_cubic_symmetry` shows that this tensor is invariant under all axis permutations `π` combined with sign reversals `ε`. An existence result needs no proof that every cubic tensor has this form.
- `contract` is the full double contraction, and `vecMulVec n n` is the dyad $n_in_j$.
- `PositiveDefinite` asks for positive $S_{ijkl}\sigma_{ij}\sigma_{kl}$ for every nonzero symmetric stress. Physically, any such stress stores positive elastic energy.
- `OrthonormalPair` says that two vectors have unit length and are perpendicular.

The restriction to symmetric stresses is essential. The antisymmetric matrix with $\sigma_{01}=1$, $\sigma_{10}=-1$ and zeros elsewhere gives $S_{ijkl}\sigma_{ij}\sigma_{kl}=0$ for every cubic compliance. If strict positivity were required for all nonzero matrices, no cubic crystal would qualify and the theorem would be false.

The step left open is from a stable elastic tensor to a material: nothing here supplies a real crystal with these constants.

In Lean 4 with Mathlib:

```lean
import Mathlib

open Matrix

namespace CubicPoissonUnbounded

noncomputable section

/-- The Kronecker delta on the three crystal axes. -/
def delta (i j : Fin 3) : ℝ := if i = j then 1 else 0

/-- The compliance tensor `S_ijkl` of a cubic crystal, in the cube axes, with the
constants `s11`, `s12`, `s44`. -/
def compliance (s11 s12 s44 : ℝ) (i j k l : Fin 3) : ℝ :=
  s12 * (delta i j * delta k l)
    + s44 / 4 * (delta i k * delta j l + delta i l * delta j k)
    + (s11 - s12 - s44 / 2) * (delta i j * delta j k * delta k l)

/-- The full contraction `S_ijkl σ_ij τ_kl` of a compliance with two tensors. -/
def contract (S : Fin 3 → Fin 3 → Fin 3 → Fin 3 → ℝ)
    (σ τ : Matrix (Fin 3) (Fin 3) ℝ) : ℝ :=
  ∑ i, ∑ j, ∑ k, ∑ l, S i j k l * σ i j * τ k l

/-- A compliance is positive definite if `S_ijkl σ_ij σ_kl` is positive for every
nonzero symmetric stress `σ`. -/
def PositiveDefinite (S : Fin 3 → Fin 3 → Fin 3 → Fin 3 → ℝ) : Prop :=
  ∀ σ : Matrix (Fin 3) (Fin 3) ℝ, σ.IsSymm → σ ≠ 0 → 0 < contract S σ σ

/-- Two directions are orthonormal: both have unit length and they are perpendicular. -/
def OrthonormalPair (n m : Fin 3 → ℝ) : Prop :=
  n ⬝ᵥ n = 1 ∧ m ⬝ᵥ m = 1 ∧ n ⬝ᵥ m = 0

/-- The Poisson ratio `-S_ijkl n_i n_j m_k m_l / (S_ijkl n_i n_j n_k n_l)` for loading along `n` and
transverse strain along `m`. It has this meaning when `n` and `m` are orthonormal and the
denominator is nonzero. -/
def poissonRatio (S : Fin 3 → Fin 3 → Fin 3 → Fin 3 → ℝ) (n m : Fin 3 → ℝ) : ℝ :=
  -contract S (vecMulVec n n) (vecMulVec m m) / contract S (vecMulVec n n) (vecMulVec n n)

/-- The compliance tensor is unchanged by every permutation of the cube axes combined
with reversals of axes. -/
theorem compliance_cubic_symmetry (s11 s12 s44 : ℝ) (π : Equiv.Perm (Fin 3))
    (ε : Fin 3 → ℝ) (hε : ∀ i, ε i ^ 2 = 1) (i j k l : Fin 3) :
    ε i * ε j * ε k * ε l * compliance s11 s12 s44 (π i) (π j) (π k) (π l)
      = compliance s11 s12 s44 i j k l := by
  have hπ : ∀ a b, delta (π a) (π b) = delta a b := by
    intro a b
    simp only [delta, π.injective.eq_iff]
  -- the signs cancel in pairs wherever a Kronecker delta is nonzero
  have key : ∀ a b, ε a * ε b * delta a b = delta a b := by
    intro a b
    unfold delta
    split_ifs with h
    · subst h
      linear_combination hε a
    · ring
  have h2 : ∀ a b c d, ε a * ε b * ε c * ε d * (delta a b * delta c d)
      = delta a b * delta c d := by
    intro a b c d
    linear_combination (ε c * ε d * delta c d) * key a b + delta a b * key c d
  simp only [compliance, hπ]
  linear_combination s12 * h2 i j k l + s44 / 4 * (h2 i k j l + h2 i l j k)
    + (s11 - s12 - s44 / 2) * delta j k * h2 i j k l

/-- For a symmetric stress the quadratic form of a cubic compliance splits into a
hydrostatic part, a part from differences of normal stresses, and a shear part. -/
theorem contract_self (s11 s12 s44 : ℝ) {σ : Matrix (Fin 3) (Fin 3) ℝ} (hσ : σ.IsSymm) :
    contract (compliance s11 s12 s44) σ σ =
      (s11 + 2 * s12) / 3 * (σ 0 0 + σ 1 1 + σ 2 2) ^ 2
      + (s11 - s12) / 3 *
        ((σ 0 0 - σ 1 1) ^ 2 + (σ 1 1 - σ 2 2) ^ 2 + (σ 0 0 - σ 2 2) ^ 2)
      + s44 * (σ 0 1 ^ 2 + σ 0 2 ^ 2 + σ 1 2 ^ 2) := by
  have h1 : σ 1 0 = σ 0 1 := hσ.apply 0 1
  have h2 : σ 2 0 = σ 0 2 := hσ.apply 0 2
  have h3 : σ 2 1 = σ 1 2 := hσ.apply 1 2
  simp [contract, compliance, delta, Fin.sum_univ_three, h1, h2, h3]
  ring

/-- A cubic compliance is positive definite exactly when `s11 + 2 s12`, `s11 - s12` and
`s44` are all positive. -/
theorem positiveDefinite_iff (s11 s12 s44 : ℝ) :
    PositiveDefinite (compliance s11 s12 s44) ↔
      0 < s11 + 2 * s12 ∧ 0 < s11 - s12 ∧ 0 < s44 := by
  constructor
  · intro h
    -- test stresses with three normal components and one shear component
    have key : ∀ x y z w : ℝ, (x ≠ 0 ∨ w ≠ 0) →
        0 < (s11 + 2 * s12) / 3 * (x + y + z) ^ 2
          + (s11 - s12) / 3 * ((x - y) ^ 2 + (y - z) ^ 2 + (x - z) ^ 2)
          + s44 * (w ^ 2 + 0 ^ 2 + 0 ^ 2) := by
      intro x y z w hxw
      have hs : (!![x, w, 0; w, y, 0; 0, 0, z] : Matrix (Fin 3) (Fin 3) ℝ).IsSymm := by
        ext i j
        fin_cases i <;> fin_cases j <;> simp
      have hne : (!![x, w, 0; w, y, 0; 0, 0, z] : Matrix (Fin 3) (Fin 3) ℝ) ≠ 0 := by
        intro h0
        have hx : x = 0 := congrFun (congrFun h0 0) 0
        have hw : w = 0 := congrFun (congrFun h0 0) 1
        exact hxw.elim (fun q => q hx) (fun q => q hw)
      have hp := h _ hs hne
      rw [contract_self _ _ _ hs] at hp
      exact hp
    have k1 := key 1 1 1 0 (Or.inl one_ne_zero)
    have k2 := key 1 (-1) 0 0 (Or.inl one_ne_zero)
    have k3 := key 0 0 0 1 (Or.inr one_ne_zero)
    refine ⟨?_, ?_, ?_⟩ <;> linarith
  · rintro ⟨h1, h2, h3⟩ σ hσ hne
    rw [contract_self _ _ _ hσ]
    by_contra hcon
    have a1 : 0 ≤ (s11 + 2 * s12) / 3 * (σ 0 0 + σ 1 1 + σ 2 2) ^ 2 := by positivity
    have a2 : 0 ≤ (s11 - s12) / 3 *
        ((σ 0 0 - σ 1 1) ^ 2 + (σ 1 1 - σ 2 2) ^ 2 + (σ 0 0 - σ 2 2) ^ 2) :=
      mul_nonneg (by linarith) (by positivity)
    have a3 : 0 ≤ s44 * (σ 0 1 ^ 2 + σ 0 2 ^ 2 + σ 1 2 ^ 2) := by positivity
    -- each of the three parts vanishes, hence so does every stress component
    have b1 := (mul_eq_zero.mp (le_antisymm (by linarith) a1)).resolve_left (by linarith)
    have b2 := (mul_eq_zero.mp (le_antisymm (by linarith) a2)).resolve_left (by linarith)
    have b3 := (mul_eq_zero.mp (le_antisymm (by linarith) a3)).resolve_left h3.ne'
    have sq0 : ∀ x : ℝ, x ^ 2 ≤ 0 → x = 0 := fun x hx =>
      pow_eq_zero_iff two_ne_zero |>.mp (le_antisymm hx (sq_nonneg x))
    have t := sq0 _ b1.le
    have d1 := sq0 (σ 0 0 - σ 1 1)
      (by linarith [sq_nonneg (σ 1 1 - σ 2 2), sq_nonneg (σ 0 0 - σ 2 2)])
    have d2 := sq0 (σ 1 1 - σ 2 2)
      (by linarith [sq_nonneg (σ 0 0 - σ 1 1), sq_nonneg (σ 0 0 - σ 2 2)])
    have e1 := sq0 (σ 0 1) (by linarith [sq_nonneg (σ 0 2), sq_nonneg (σ 1 2)])
    have e2 := sq0 (σ 0 2) (by linarith [sq_nonneg (σ 0 1), sq_nonneg (σ 1 2)])
    have e3 := sq0 (σ 1 2) (by linarith [sq_nonneg (σ 0 1), sq_nonneg (σ 0 2)])
    have f1 : σ 1 0 = 0 := (hσ.apply 0 1).trans e1
    have f2 : σ 2 0 = 0 := (hσ.apply 0 2).trans e2
    have f3 : σ 2 1 = 0 := (hσ.apply 1 2).trans e3
    have g0 : σ 0 0 = 0 := by linarith
    have g1 : σ 1 1 = 0 := by linarith
    have g2 : σ 2 2 = 0 := by linarith
    apply hne
    ext i j
    fin_cases i <;> fin_cases j <;> simp [e1, e2, e3, f1, f2, f3, g0, g1, g2]

/-- The contraction of a cubic compliance with the dyads of two directions. -/
theorem contract_dyads (s11 s12 s44 : ℝ) (n m : Fin 3 → ℝ) :
    contract (compliance s11 s12 s44) (vecMulVec n n) (vecMulVec m m) =
      s12 * (n ⬝ᵥ n) * (m ⬝ᵥ m) + s44 / 2 * (n ⬝ᵥ m) ^ 2
        + (s11 - s12 - s44 / 2) * ∑ i, n i ^ 2 * m i ^ 2 := by
  simp [contract, compliance, delta, dotProduct, Fin.sum_univ_three, vecMulVec_apply]
  ring

/-- The Poisson ratio of a cubic crystal for orthonormal `n` and `m`, in terms of the
compliance constants and the direction cosines. -/
theorem poissonRatio_cubic (s11 s12 s44 : ℝ) {n m : Fin 3 → ℝ} (h : OrthonormalPair n m) :
    poissonRatio (compliance s11 s12 s44) n m =
      -(s12 + (s11 - s12 - s44 / 2) * ∑ i, n i ^ 2 * m i ^ 2) /
        (s12 + s44 / 2 + (s11 - s12 - s44 / 2) * ∑ i, n i ^ 4) := by
  have h4 : ∑ i, n i ^ 2 * n i ^ 2 = ∑ i, n i ^ 4 :=
    Finset.sum_congr rfl (fun i _ => by ring)
  unfold poissonRatio
  rw [contract_dyads, contract_dyads, h.1, h.2.1, h.2.2, h4]
  congr 1 <;> ring

/-- In the crystal `s11 = 2 + c`, `s12 = -1`, `s44 = 2c`, loading along `(a, a, b)` with
`a² = 1/3 + d`, `b² = 1/3 - 2d` gives the Poisson ratio `-3d / (c + 18d²)` toward the
unit vector `(r, -r, 0)`. -/
theorem poissonRatio_near_diagonal {a b r d : ℝ} (c : ℝ) (ha : a ^ 2 = 1 / 3 + d)
    (hb : b ^ 2 = 1 / 3 - 2 * d) (hr : r ^ 2 = 1 / 2) :
    OrthonormalPair ![a, a, b] ![r, -r, 0] ∧
      poissonRatio (compliance (2 + c) (-1) (2 * c)) ![a, a, b] ![r, -r, 0]
        = -(3 * d) / (c + 18 * d ^ 2) := by
  have ho : OrthonormalPair ![a, a, b] ![r, -r, 0] := by
    simp only [OrthonormalPair, dotProduct, Fin.sum_univ_three]
    change a * a + a * a + b * b = 1 ∧ r * r + -r * -r + 0 * 0 = 1 ∧
      a * r + a * -r + b * 0 = 0
    exact ⟨by linear_combination 2 * ha + hb, by linear_combination 2 * hr, by ring⟩
  have h2 : ∑ i, (![a, a, b] : Fin 3 → ℝ) i ^ 2 * (![r, -r, 0] : Fin 3 → ℝ) i ^ 2
      = 1 / 3 + d := by
    rw [Fin.sum_univ_three]
    change a ^ 2 * r ^ 2 + a ^ 2 * (-r) ^ 2 + b ^ 2 * 0 ^ 2 = 1 / 3 + d
    linear_combination 2 * r ^ 2 * ha + 2 * (1 / 3 + d) * hr
  have h4 : ∑ i, (![a, a, b] : Fin 3 → ℝ) i ^ 4 = 1 / 3 + 6 * d ^ 2 := by
    rw [Fin.sum_univ_three]
    change a ^ 4 + a ^ 4 + b ^ 4 = 1 / 3 + 6 * d ^ 2
    linear_combination 2 * (a ^ 2 + 1 / 3 + d) * ha + (b ^ 2 + 1 / 3 - 2 * d) * hb
  refine ⟨ho, ?_⟩
  rw [poissonRatio_cubic _ _ _ ho, h2, h4]
  congr 1 <;> ring

/-- For every real `ν` there is a positive definite cubic compliance that has the Poisson ratios `ν`
and `-ν`, both for the same transverse direction. -/
theorem every_poissonRatio_occurs (ν : ℝ) :
    ∃ s11 s12 s44 : ℝ, PositiveDefinite (compliance s11 s12 s44) ∧
      ∃ n n' m : Fin 3 → ℝ, OrthonormalPair n m ∧ OrthonormalPair n' m ∧
        poissonRatio (compliance s11 s12 s44) n m = ν ∧
        poissonRatio (compliance s11 s12 s44) n' m = -ν := by
  obtain ⟨k, hk0, hk⟩ : ∃ k : ℝ, 0 < k ∧ k * (12 * (1 + ν ^ 2)) = 1 :=
    ⟨(12 * (1 + ν ^ 2))⁻¹, by positivity, inv_mul_cancel₀ (by positivity)⟩
  -- the tilt away from the cube diagonal is small
  have u1 : ν * k ≤ 1 / 24 := by
    linarith [mul_nonneg hk0.le (sq_nonneg (ν - 1))]
  have u2 : -(1 / 24) ≤ ν * k := by
    linarith [mul_nonneg hk0.le (sq_nonneg (ν + 1))]
  have hc : 0 < 3 * k * (1 / 2 + 6 * k) := by positivity
  have hr : √(1 / 2 : ℝ) ^ 2 = 1 / 2 := Real.sq_sqrt (by norm_num)
  -- opposite tilts give opposite Poisson ratios
  obtain ⟨o1, p1⟩ := poissonRatio_near_diagonal (d := -(ν * k)) (3 * k * (1 / 2 + 6 * k))
    (Real.sq_sqrt (by linarith)) (Real.sq_sqrt (by linarith)) hr
  obtain ⟨o2, p2⟩ := poissonRatio_near_diagonal (d := ν * k) (3 * k * (1 / 2 + 6 * k))
    (Real.sq_sqrt (by linarith)) (Real.sq_sqrt (by linarith)) hr
  have e1 : 3 * k * (1 / 2 + 6 * k) + 18 * (-(ν * k)) ^ 2 = 3 * k := by
    linear_combination 3 / 2 * k * hk
  have e2 : 3 * k * (1 / 2 + 6 * k) + 18 * (ν * k) ^ 2 = 3 * k := by
    linear_combination 3 / 2 * k * hk
  have h3k : 3 * k ≠ 0 := by positivity
  refine ⟨_, _, _, (positiveDefinite_iff _ _ _).mpr ⟨?_, ?_, ?_⟩,
    _, _, _, o1, o2, p1.trans ?_, p2.trans ?_⟩
  · linarith
  · linarith
  · linarith
  · rw [e1, div_eq_iff h3k]
    ring
  · rw [e2, div_eq_iff h3k]
    ring

/-- For every real `M` some positive definite cubic compliance has a Poisson ratio above `M` and a
Poisson ratio below `-M`, both for the same transverse direction. -/
theorem poissonRatio_unbounded (M : ℝ) :
    ∃ s11 s12 s44 : ℝ, PositiveDefinite (compliance s11 s12 s44) ∧
      ∃ n n' m : Fin 3 → ℝ, OrthonormalPair n m ∧ OrthonormalPair n' m ∧
        M < poissonRatio (compliance s11 s12 s44) n m ∧
        poissonRatio (compliance s11 s12 s44) n' m < -M := by
  obtain ⟨s11, s12, s44, hS, n, n', m, h, h', p, p'⟩ := every_poissonRatio_occurs (M + 1)
  exact ⟨s11, s12, s44, hS, n, n', m, h, h', by linarith, by linarith⟩

end

end CubicPoissonUnbounded
```

```lean
#print axioms CubicPoissonUnbounded.compliance_cubic_symmetry
-- 'CubicPoissonUnbounded.compliance_cubic_symmetry' depends on axioms: [propext, Classical.choice, Quot.sound]
#print axioms CubicPoissonUnbounded.poissonRatio_cubic
-- 'CubicPoissonUnbounded.poissonRatio_cubic' depends on axioms: [propext, Classical.choice, Quot.sound]
#print axioms CubicPoissonUnbounded.poissonRatio_unbounded
-- 'CubicPoissonUnbounded.poissonRatio_unbounded' depends on axioms: [propext, Classical.choice, Quot.sound]
```

### From tensor sums to the two tilts

`contract_self` writes out the sums over three axes, uses the symmetry of `σ` to identify the off-diagonal entries, and lets `ring` confirm the split into a hydrostatic part, a part from differences of normal stresses, and a shear part.

`positiveDefinite_iff` turns this into the stability conditions. In the forward direction, `key` evaluates the form on a family of stresses, and `k1`, `k2`, `k3` are the three test stresses used above. In the backward direction, the proof supposes that the form is not positive. Its three parts are nonnegative, so each must vanish; the normal stresses are then equal with zero sum, and the shears are zero. Hence `σ = 0`, a contradiction.

`contract_dyads` evaluates the contraction for arbitrary vectors. `poissonRatio_cubic` applies it twice, once for each strain, and inserts the orthonormality conditions.

`poissonRatio_near_diagonal` is the tilt calculation. Its `r` is $1/\sqrt2$, entered through `r ^ 2 = 1 / 2`. The lemma accepts any real `c`, but the crystal is stable only for `c > 0`. The `linear_combination` steps substitute the given values of $a^2$, $b^2$ and $r^2$ to check orthonormality and the two sums `h2` and `h4`.

In `every_poissonRatio_occurs`, `u1` and `u2` are the bounds $|\nu k|\le\frac1{24}$, which make the square roots for $a$ and $b$ legitimate. The tilt lemma is used once with `d := -(ν * k)` and once with `d := ν * k`. The identities `e1` and `e2` reduce both denominators to $3k$, and `h3k` allows the division.

Finally, `poissonRatio_unbounded` takes $\nu=M+1$, since $M+1>M$ and $-(M+1)<-M$.
